# In a Hermitian tridiagonal chain of norm at most $2J$, the amplitude between two sites at distance $d$ after time $t\ge 0$ is at most $(2Jt)^d/d!$ (with $\hbar=1$)

## Question

When I simulate transport with a finite lead, a feature in my signal may belong to the junction or may be an echo from the place where I cut the lead off. I would like a bound on how much amplitude reaches the far end. Making the lead longer and looking again is reassuring, but it isn't a bound.

The claim I would like to rely on is this. Let $H$ be a Hermitian tridiagonal $N\times N$ matrix of operator norm at most $2J$. For sites $x,y$ at distance $d$ and $t\ge 0$,
$$|(e^{-itH})_{xy}|\le \frac{(2Jt)^d\,e^{2Jt}}{d!},$$
so at fixed time the far end is reached only with superexponentially small amplitude. Can this be made rigorous, including the word "superexponentially", and checked by machine?

## Answer

Yes, and the factor $e^{2Jt}$ can be removed, because Hermiticity makes the evolution unitary. For a non-interacting particle that starts on a single site of a finite nearest-neighbour lead with a time-independent Hamiltonian, this bounds the amplitude at the far end at time $t$. For an initial state spread over several sites, the contributions of those sites have to be added.

### Crossing $d$ bonds takes $d$ powers of $H$

Number the sites and let $d=|x-y|$. Tridiagonal means that $H_{ij}=0$ whenever $|i-j|>1$. Then $(H^k)_{xy}=0$ whenever $k<|x-y|$. For $k=0$ this is the vanishing of the off-diagonal entries of the identity. For the step from $k$ to $k+1$, write
$$(H^{k+1})_{xy}=\sum_j (H^k)_{xj}H_{jy},\qquad |x-y|>k+1.$$
If $|j-y|>1$, the second factor is zero. Otherwise $|x-j|\ge|x-y|-1>k$, and the first factor is zero.

Now put $A=-iH$ and $U(t)=e^{-itH}$, so that $U'=AU$ and $U(0)=1$. Remove the first $d$ Taylor terms:
$$R_d(t)=U(t)-\sum_{k=0}^{d-1}\frac{t^k}{k!}A^k .$$
None of the removed terms connects $x$ to $y$, so $U(t)_{xy}=R_d(t)_{xy}$.

### Unitarity removes the exponential factor

Differentiating the remainder of order $d+1$ lowers its order by one:
$$R_{d+1}'(t)=AU(t)-\sum_{k=1}^{d}\frac{t^{k-1}}{(k-1)!}A^k=A\,R_d(t),\qquad R_{d+1}(0)=0.$$
The induction starts from $R_0=U$. Since $H$ is Hermitian, $U^\dagger U=1$ and hence $\|R_0(t)\|\le1$. If $\|R_d(s)\|\le(2Js)^d/d!$ for all $s\ge0$, then $\|A\|=\|H\|\le2J$ gives
$$\|R_{d+1}(t)\|\le\int_0^t 2J\,\frac{(2Js)^d}{d!}\,ds=\frac{(2Jt)^{d+1}}{(d+1)!}.$$

Finally, let $e_y$ be the unit vector at site $y$. For any matrix $M$, $|M_{xy}|\le\|Me_y\|\le\|M\|$. Taking $M=R_d(t)$ yields
$$|U(t)_{xy}|\le\frac{(2Jt)^d}{d!}.$$
Your bound follows, since $e^{2Jt}\ge1$.

For the far end, take a lead with $N+1$ sites, labelled $0$ to $N$, so that its ends are $N$ bonds apart. With $J$ and $t$ fixed, for every $r\ge0$,
$$r^N|U(t)_{0N}|\le\frac{(2Jtr)^N}{N!}\longrightarrow0\qquad(N\to\infty).$$
The amplitude therefore falls faster than any exponential in the length of the lead.

### What the Lean statements say about a lead

Sites are elements of `Fin N`, numbered from zero, and `siteDist x y` counts the bonds between two of them. `IsTridiagonal H` allows arbitrary on-site energies and arbitrary, possibly complex, nearest-neighbour hoppings. `propagator H t` is $e^{-itH}$ with $\hbar=1$, so $t$ is measured in inverse energy. Its `x y` entry is the amplitude to go from $y$ to $x$.

The norm is the operator norm induced by the usual length of state vectors, selected by `open scoped Matrix.Norms.L2Operator`. For Hermitian $H$, the hypothesis `‖H‖ ≤ 2 * J` says that all single-particle energies lie in $[-2J,2J]$. In general $J$ is only this energy scale. It is the hopping itself in `uniformLead`, the open chain with zero on-site energy.

There are four results to read:

- `amplitude_le` is the sharper bound, for every pair of sites and every $t\ge0$. At distance zero it says that the amplitude is at most $1$.
- `amplitude_le_exp` is the bound you asked for.
- `far_end_superexponential` takes one Hamiltonian for each length, all obeying the same norm bound, and states the limit above. Its amplitude runs from site $N$ to site $0$, so the contact sits at site $N$ and the far end at site $0$. The Hamiltonians of different lengths need not be related to each other.
- `uniformLead_witness` shows that the uniform lead with $J\ge0$ satisfies all three conditions on $H$, with the norm bound derived.

To apply the theorems to a lead that is attached to a junction, take for $H$ the Hamiltonian of the whole system, junction included. The tridiagonal form and the norm bound must then hold for that whole $H$. The theorems do not treat interactions, a time-dependent bias or longer-range hopping. They bound an amplitude, and do not by themselves give the error that a truncated lead causes in a computed current.

```lean
import Mathlib

open Matrix Filter
open scoped Matrix.Norms.L2Operator

namespace LeadPropagationBound

noncomputable section

/-- The number of bonds between two sites of a chain. -/
def siteDist {N : ℕ} (x y : Fin N) : ℕ := ((x : ℤ) - (y : ℤ)).natAbs

/-- A Hamiltonian that couples each site only to itself and to its nearest neighbours. -/
def IsTridiagonal {N : ℕ} (H : Matrix (Fin N) (Fin N) ℂ) : Prop :=
  ∀ i j, 1 < siteDist i j → H i j = 0

/-- The time evolution operator `exp(-itH)`, with `ħ = 1`. -/
def propagator {N : ℕ} (H : Matrix (Fin N) (Fin N) ℂ) (t : ℝ) : Matrix (Fin N) (Fin N) ℂ :=
  NormedSpace.exp ((-Complex.I * (t : ℂ)) • H)

/-- What is left of an evolution `U` with generator `A` after removing the first `d` terms
of the Taylor series in time. -/
def taylorTail {𝔸 : Type*} [NormedRing 𝔸] [NormedAlgebra ℂ 𝔸]
    (U : ℂ → 𝔸) (A : 𝔸) (d : ℕ) (z : ℂ) : 𝔸 :=
  U z - ∑ k ∈ Finset.range d, (z ^ k / (k.factorial : ℂ)) • A ^ k

/-- Applying a tridiagonal Hamiltonian `k` times moves a particle by at most `k` sites. -/
theorem pow_apply_eq_zero {N : ℕ} {H : Matrix (Fin N) (Fin N) ℂ} (hT : IsTridiagonal H)
    (k : ℕ) : ∀ x y, k < siteDist x y → (H ^ k) x y = 0 := by
  induction k with
  | zero =>
    intro x y h
    have hxy : x ≠ y := by
      rintro rfl
      simp [siteDist] at h
    rw [pow_zero, Matrix.one_apply_ne hxy]
  | succ k ih =>
    intro x y h
    rw [pow_succ, Matrix.mul_apply]
    refine Finset.sum_eq_zero fun j _ => ?_
    -- either the last hop is too long, or the first `k` hops cannot reach `j`
    by_cases hj : 1 < siteDist j y
    · rw [hT j y hj, mul_zero]
    · have hx : k < siteDist x j := by
        unfold siteDist at *
        omega
      rw [ih x j hx, zero_mul]

/-- The time derivative of the Taylor tail of order `d + 1` is the generator times the tail of order
`d`. -/
theorem hasDerivAt_taylorTail {𝔸 : Type*} [NormedRing 𝔸] [NormedAlgebra ℂ 𝔸]
    {U : ℂ → 𝔸} {A : 𝔸} (hU : ∀ z, HasDerivAt U (A * U z) z) (d : ℕ) (z : ℂ) :
    HasDerivAt (taylorTail U A (d + 1)) (A * taylorTail U A d z) z := by
  unfold taylorTail
  induction d with
  | zero => simpa using (hU z).sub_const 1
  | succ d ih =>
    have h1 : HasDerivAt (fun w : ℂ => w ^ (d + 1) / ((d + 1).factorial : ℂ))
        (z ^ d / (d.factorial : ℂ)) z := by
      refine ((hasDerivAt_pow (d + 1) z).div_const _).congr_deriv ?_
      have hf : (d.factorial : ℂ) ≠ 0 := Nat.cast_ne_zero.2 d.factorial_ne_zero
      have hd : (d : ℂ) + 1 ≠ 0 := Nat.cast_add_one_ne_zero d
      rw [Nat.factorial_succ, Nat.add_sub_cancel]
      push_cast
      field_simp
    have hfun : ∀ w : ℂ,
        U w - ∑ k ∈ Finset.range (d + 1 + 1), (w ^ k / (k.factorial : ℂ)) • A ^ k =
          U w - ∑ k ∈ Finset.range (d + 1), (w ^ k / (k.factorial : ℂ)) • A ^ k -
            (w ^ (d + 1) / ((d + 1).factorial : ℂ)) • A ^ (d + 1) := fun w => by
      rw [Finset.sum_range_succ _ (d + 1), sub_add_eq_sub_sub]
    have hder : A * (U z - ∑ k ∈ Finset.range d, (z ^ k / (k.factorial : ℂ)) • A ^ k) -
          (z ^ d / (d.factorial : ℂ)) • A ^ (d + 1) =
        A * (U z - ∑ k ∈ Finset.range (d + 1), (z ^ k / (k.factorial : ℂ)) • A ^ k) := by
      rw [Finset.sum_range_succ _ d, pow_succ', ← mul_smul_comm, ← mul_sub,
        sub_add_eq_sub_sub]
    simp only [hfun]
    exact (ih.fun_sub (h1.smul_const (A ^ (d + 1)))).congr_deriv hder

/-- For an evolution that never increases the norm, with generator of norm at most `b`, the Taylor
tail of order `d` at time `t ≥ 0` has norm at most `(bt)^d/d!`. -/
theorem norm_taylorTail_le {𝔸 : Type*} [NormedRing 𝔸] [NormedAlgebra ℂ 𝔸]
    {U : ℂ → 𝔸} {A : 𝔸} {b : ℝ} (h0 : U 0 = 1) (hU : ∀ z, HasDerivAt U (A * U z) z)
    (hc : ∀ t : ℝ, ‖U (t : ℂ)‖ ≤ 1) (hA : ‖A‖ ≤ b) (d : ℕ) :
    ∀ t : ℝ, 0 ≤ t → ‖taylorTail U A d (t : ℂ)‖ ≤ (b * t) ^ d / (d.factorial : ℝ) := by
  induction d with
  | zero => intro t _; simpa [taylorTail] using hc t
  | succ d ih =>
    intro t ht
    have hd : ∀ s : ℝ, HasDerivAt (fun r : ℝ => taylorTail U A (d + 1) (r : ℂ))
        (A * taylorTail U A d (s : ℂ)) s := fun s => by
      have hs : HasDerivAt (fun r : ℝ => (r : ℂ)) 1 s := by
        simpa using (hasDerivAt_id s).ofReal_comp
      exact (HasDerivAt.scomp (h := fun r : ℝ => (r : ℂ)) s
        (hasDerivAt_taylorTail hU d (s : ℂ)) hs).congr_deriv (one_smul _ _)
    have hB : ∀ s : ℝ, HasDerivAt (fun r : ℝ => (b * r) ^ (d + 1) / ((d + 1).factorial : ℝ))
        (b * ((b * s) ^ d / (d.factorial : ℝ))) s := fun s => by
      simp only [mul_pow]
      refine (((hasDerivAt_pow (d + 1) s).const_mul (b ^ (d + 1))).div_const _).congr_deriv ?_
      have hd1 : (d : ℝ) + 1 ≠ 0 := Nat.cast_add_one_ne_zero d
      rw [Nat.factorial_succ, Nat.add_sub_cancel]
      push_cast
      rw [mul_left_comm, mul_div_mul_left _ _ hd1]
      ring
    have hi : ‖taylorTail U A (d + 1) ((0 : ℝ) : ℂ)‖
        ≤ (b * 0) ^ (d + 1) / ((d + 1).factorial : ℝ) := by
      simp [taylorTail, Finset.sum_range_succ', h0]
    -- compare growth rates on the interval from 0 to t
    exact image_norm_le_of_norm_deriv_right_le_deriv_boundary
      (fun s _ => (hd s).continuousAt.continuousWithinAt)
      (fun s _ => (hd s).hasDerivWithinAt) hi hB
      (fun s hs => (norm_mul_le _ _).trans
        (mul_le_mul hA (ih s hs.1) (norm_nonneg _) ((norm_nonneg _).trans hA)))
      ⟨ht, le_rfl⟩

/-- A matrix has norm at most one if `MᴴM` is diagonal with entries of modulus at most one. -/
theorem norm_le_one_of_diagonal {N : ℕ} {M : Matrix (Fin N) (Fin N) ℂ} {v : Fin N → ℂ}
    (hM : Mᴴ * M = diagonal v) (hv : ∀ i, ‖v i‖ ≤ 1) : ‖M‖ ≤ 1 := by
  have h := Matrix.l2_opNorm_conjTranspose_mul_self M
  rw [hM, Matrix.l2_opNorm_diagonal] at h
  have h1 : ‖v‖ ≤ 1 := (pi_norm_le_iff_of_nonneg zero_le_one).2 hv
  nlinarith [norm_nonneg M]

/-- In a Hermitian nearest-neighbour lead of norm at most `2J`, the amplitude between sites
at distance `d` after time `t` is at most `(2Jt)^d/d!`. -/
theorem amplitude_le {N : ℕ} {H : Matrix (Fin N) (Fin N) ℂ} {J t : ℝ} (hH : H.IsHermitian)
    (hT : IsTridiagonal H) (hJ : ‖H‖ ≤ 2 * J) (ht : 0 ≤ t) (x y : Fin N) :
    ‖propagator H t x y‖ ≤ (2 * J * t) ^ siteDist x y / ((siteDist x y).factorial : ℝ) := by
  have : CompleteSpace (Matrix (Fin N) (Fin N) ℂ) := FiniteDimensional.complete ℂ _
  let A : Matrix (Fin N) (Fin N) ℂ := (-Complex.I) • H
  let U : ℂ → Matrix (Fin N) (Fin N) ℂ := fun z => NormedSpace.exp (z • A)
  have hP : ∀ s : ℝ, U (s : ℂ) = propagator H s := fun s => by
    change NormedSpace.exp ((s : ℂ) • ((-Complex.I) • H)) = _
    rw [propagator, smul_smul, mul_comm]
  -- Hermiticity makes the evolution unitary
  have hc : ∀ s : ℝ, ‖U (s : ℂ)‖ ≤ 1 := fun s => by
    rw [hP]
    refine norm_le_one_of_diagonal (v := fun _ => 1) ?_ (fun _ => by simp)
    have hX : ((-Complex.I * (s : ℂ)) • H)ᴴ = -((-Complex.I * (s : ℂ)) • H) := by
      rw [Matrix.conjTranspose_smul, hH.eq, ← neg_smul]
      congr 1
      simp
    have hcomm : Commute (-((-Complex.I * (s : ℂ)) • H)) ((-Complex.I * (s : ℂ)) • H) :=
      (Commute.refl ((-Complex.I * (s : ℂ)) • H)).neg_left
    rw [propagator, ← Matrix.exp_conjTranspose, hX,
      ← Matrix.exp_add_of_commute _ _ hcomm, neg_add_cancel,
      NormedSpace.exp_zero, Matrix.diagonal_one]
  have hA : ‖A‖ ≤ 2 * J := by
    refine (norm_smul_le _ _).trans ?_
    simpa using hJ
  have hR := norm_taylorTail_le (U := U) (A := A) (by simp [U])
    (fun z => hasDerivAt_exp_smul_const' A z) hc hA (siteDist x y) t ht
  -- the removed Taylor terms do not connect the two sites
  have hE : taylorTail U A (siteDist x y) (t : ℂ) x y = propagator H t x y := by
    rw [taylorTail, hP, Matrix.sub_apply, Matrix.sum_apply, Finset.sum_eq_zero, sub_zero]
    intro k hk
    have h := pow_apply_eq_zero hT k x y (Finset.mem_range.1 hk)
    have hAk : (A ^ k) x y = 0 := by
      change (((-Complex.I) • H) ^ k) x y = 0
      rw [smul_pow, Matrix.smul_apply, h, smul_zero]
    rw [Matrix.smul_apply, hAk, smul_zero]
  rw [← hE]
  refine le_trans ?_ hR
  generalize taylorTail U A (siteDist x y) (t : ℂ) = M
  -- an entry is bounded by the operator norm
  have h1 : ‖M x y‖ ≤
      ‖(WithLp.toLp 2 (M *ᵥ Pi.single y (1 : ℂ)) : EuclideanSpace ℂ (Fin N))‖ := by
    simpa using PiLp.norm_apply_le
      (WithLp.toLp 2 (M *ᵥ Pi.single y (1 : ℂ)) : EuclideanSpace ℂ (Fin N)) x
  have h2 := Matrix.l2_opNorm_mulVec M (EuclideanSpace.single y (1 : ℂ))
  have hn : ‖EuclideanSpace.single y (1 : ℂ)‖ = 1 := by simp
  rw [hn, mul_one] at h2
  exact h1.trans h2

/-- In a Hermitian nearest-neighbour lead of norm at most `2J`, the amplitude between sites at
distance `d` after time `t ≥ 0` is at most `(2Jt)^d e^(2Jt)/d!`. -/
theorem amplitude_le_exp {N : ℕ} {H : Matrix (Fin N) (Fin N) ℂ} {J t : ℝ}
    (hH : H.IsHermitian) (hT : IsTridiagonal H) (hJ : ‖H‖ ≤ 2 * J) (ht : 0 ≤ t)
    (x y : Fin N) : ‖propagator H t x y‖ ≤
      (2 * J * t) ^ siteDist x y * Real.exp (2 * J * t) / ((siteDist x y).factorial : ℝ) := by
  have hb : 0 ≤ 2 * J * t := mul_nonneg ((norm_nonneg _).trans hJ) ht
  refine (amplitude_le hH hT hJ ht x y).trans ?_
  gcongr
  exact le_mul_of_one_le_right (pow_nonneg hb _) (Real.one_le_exp hb)

/-- For Hermitian nearest-neighbour leads of norm at most `2J` whose number of bonds `N` grows, the
end-to-end amplitude at a fixed time tends to zero even after multiplication by `r^N`, for every `r
≥ 0`. -/
theorem far_end_superexponential (H : (N : ℕ) → Matrix (Fin (N + 1)) (Fin (N + 1)) ℂ)
    {J t r : ℝ} (hH : ∀ N, (H N).IsHermitian) (hT : ∀ N, IsTridiagonal (H N))
    (hJ : ∀ N, ‖H N‖ ≤ 2 * J) (ht : 0 ≤ t) (hr : 0 ≤ r) :
    Tendsto (fun N => r ^ N * ‖propagator (H N) t 0 (Fin.last N)‖) atTop (nhds 0) := by
  refine squeeze_zero (fun N => by positivity) (fun N => ?_)
    (FloorSemiring.tendsto_pow_div_factorial_atTop (r * (2 * J * t)))
  have h := amplitude_le (hH N) (hT N) (hJ N) ht 0 (Fin.last N)
  have hd : siteDist (0 : Fin (N + 1)) (Fin.last N) = N := by simp [siteDist]
  rw [hd] at h
  rw [mul_pow, mul_div_assoc]
  exact mul_le_mul_of_nonneg_left h (pow_nonneg hr N)

/-- The operator that moves a particle by one site along an open chain. -/
def hop (N : ℕ) : Matrix (Fin N) (Fin N) ℂ :=
  Matrix.of fun i j => if (i : ℕ) + 1 = (j : ℕ) then 1 else 0

/-- The uniform open lead with hopping `J` and zero on-site energy. -/
def uniformLead (N : ℕ) (J : ℝ) : Matrix (Fin N) (Fin N) ℂ := (J : ℂ) • (hop N + (hop N)ᴴ)

/-- The uniform lead with hopping `J ≥ 0` is Hermitian, tridiagonal and of norm at most `2J`. -/
theorem uniformLead_witness (N : ℕ) {J : ℝ} (hJ : 0 ≤ J) :
    (uniformLead N J).IsHermitian ∧ IsTridiagonal (uniformLead N J) ∧
      ‖uniformLead N J‖ ≤ 2 * J := by
  refine ⟨?_, ?_, ?_⟩
  · simp [uniformLead, Matrix.IsHermitian, Matrix.conjTranspose_smul, add_comm]
  · intro i j h
    have h1 : ¬ (i : ℕ) + 1 = j := by unfold siteDist at h; omega
    have h2 : ¬ (j : ℕ) + 1 = i := by unfold siteDist at h; omega
    simp [uniformLead, hop, h1, h2]
  · -- a single hop loses at most the particle at the edge, so its norm is at most one
    have hS : ‖hop N‖ ≤ 1 := by
      refine norm_le_one_of_diagonal (v := fun j => if (j : ℕ) = 0 then 0 else 1) ?_
        (fun j => by split_ifs <;> simp)
      ext j k
      rw [Matrix.mul_apply, Matrix.diagonal_apply]
      by_cases hj : (j : ℕ) = 0
      · have h : ∀ i : Fin N, ¬ (i : ℕ) + 1 = j := fun i => by omega
        rw [Finset.sum_eq_zero (fun i _ => by simp [hop, h i])]
        simp [hj]
      · rw [Finset.sum_eq_single (⟨(j : ℕ) - 1, by omega⟩ : Fin N)]
        · have e : (j : ℕ) - 1 + 1 = j := by omega
          simp [hop, e, hj, Fin.ext_iff]
        · intro i _ hi
          have h : ¬ (i : ℕ) + 1 = j := fun h =>
            hi (Fin.ext (show (i : ℕ) = (j : ℕ) - 1 by omega))
          simp [hop, h]
        · simp
    have h1 : ‖hop N + (hop N)ᴴ‖ ≤ 2 := by
      have h := norm_add_le (hop N) (hop N)ᴴ
      rw [Matrix.l2_opNorm_conjTranspose] at h
      linarith
    have h2 : ‖uniformLead N J‖ ≤ ‖(J : ℂ)‖ * ‖hop N + (hop N)ᴴ‖ := norm_smul_le _ _
    rw [Complex.norm_real, Real.norm_of_nonneg hJ] at h2
    nlinarith

end

end LeadPropagationBound
```

```lean
#print axioms LeadPropagationBound.amplitude_le_exp
#print axioms LeadPropagationBound.far_end_superexponential
```

```
'LeadPropagationBound.amplitude_le_exp' depends on axioms: [propext, Classical.choice, Quot.sound]
'LeadPropagationBound.far_end_superexponential' depends on axioms: [propext, Classical.choice, Quot.sound]
```

### How the Lean proof follows the calculation

`pow_apply_eq_zero` is the hop-counting induction. Its case split on `1 < siteDist j y` is the choice between the two vanishing factors, and `omega` does the distance arithmetic.

`taylorTail` is $R_d$, written for a complex time $z$ and for a general normed algebra. `hasDerivAt_taylorTail` proves $R_{d+1}'=AR_d$ by splitting off the last Taylor term and differentiating it separately.

`norm_taylorTail_le` is the induction on the norm, and it is restricted to real times, where the evolution does not increase the norm. In place of the integral it uses a mean value inequality, `image_norm_le_of_norm_deriv_right_le_deriv_boundary`: if $\|R_{d+1}\|$ starts no higher than the proposed bound, and the norm of its derivative never exceeds the derivative of that bound, the inequality persists up to time $t$. The facts `hd` and `hB` supply the two derivatives, and `hi` supplies the comparison at time zero.

`norm_le_one_of_diagonal` rests on $\|M\|^2=\|M^\dagger M\|$. It is used twice. For the propagator, $M^\dagger M$ is the identity. For the one-site shift `hop N`, it is diagonal with a zero at the first site and ones elsewhere, because the shift loses only a particle at the edge. The triangle inequality then gives the uniform lead a norm of at most $2J$.

`amplitude_le` assembles these parts. Within it, `hc` proves unitarity by combining the exponentials of $itH$ and $-itH$, which commute. `hR` is the bound on the tail, and `hE` identifies the tail's entry with the propagator's. The closing lines apply the matrix to the unit vector at $y$ to bound that entry by the norm.

`amplitude_le_exp` then multiplies by a factor that is at least one. `far_end_superexponential` squeezes the rescaled amplitude between zero and $(2Jtr)^N/N!$, which Mathlib already knows to tend to zero.
